# With electric and magnetic loss, exactly one refractive index decays, and its real part is negative when Re ε and Re μ are

A plane wave enters a medium with relative permittivity and permeability $\varepsilon=\mu=-1+i\delta$, where $\delta>0$ is a small loss. Its refractive index satisfies $n^2=\varepsilon\mu=(-1+i\delta)^2$, so $n$ is either $-1+i\delta$ or $1-i\delta$. With the spatial factor $e^{inkx}$ and $k>0$, the first root gives a wave that dies out with depth $x$, and the second gives one that grows. The usual complex square root returns the second. The decaying root has negative real part, while its impedance $\mu/n$ equals $1$.

The theorems below treat any $\varepsilon$ and $\mu$ whose imaginary parts are both positive. With time dependence $e^{-i\omega t}$, this means that the medium absorbs through both its electric and its magnetic response.

## The wave, its impedance and its index

```lean
import Mathlib

namespace RefractiveIndexBranch

noncomputable section

/-- The complex amplitude `exp(i n k x)` at depth `x` of a wave with vacuum wavenumber `k`
in a medium of refractive index `n`. -/
def wave (n : ℂ) (k x : ℝ) : ℂ := Complex.exp (Complex.I * n * k * x)
```

This defines the amplitude $e^{inkx}$. The annotation `(n : ℂ)` says that $n$ is complex; the vacuum wavenumber $k$ and the depth $x$ are real.

```lean
/-- The relative wave impedance `μ / n` of a medium with permeability `μ` and
refractive index `n ≠ 0`. -/
def impedance (μ n : ℂ) : ℂ := μ / n
```

The relative impedance is $\mu/n$, the ratio of electric to magnetic field amplitude in units of the vacuum impedance. The time-averaged energy flux along $+x$ is proportional to its real part. That reading comes from Maxwell's equations, which the definition does not contain.

```lean
/-- The principal square root of a complex number. -/
def principalRoot (z : ℂ) : ℂ := z ^ (1 / 2 : ℂ)
```

This is the complex power $z^{1/2}$, the value that numerical libraries usually return as the square root. Here $z$ is any complex number.

```lean
/-- `n` is a decaying refractive index of the medium `(ε, μ)`: it solves `n² = ε μ` and
has positive imaginary part. -/
structure IsDecayingIndex (ε μ n : ℂ) : Prop where
  sq_eq : n ^ 2 = ε * μ
  im_pos : 0 < n.im
```

A `structure` that lands in `Prop` is a bundle of conditions. To say `IsDecayingIndex ε μ n` is to say that $n^2=\varepsilon\mu$ and $\operatorname{Im}n>0$. The two conditions can be retrieved by the names `sq_eq` and `im_pos`.

```lean
/-- The modulus of the wave at depth `x` is `exp(-Im n · k x)`. -/
theorem norm_wave (n : ℂ) (k x : ℝ) :
    ‖wave n k x‖ = Real.exp (-(n.im * k * x)) := by
  rw [wave, Complex.norm_exp]
  congr 1
  simp [Complex.mul_re, Complex.mul_im]
```

A theorem lists its variables and hypotheses, then after the colon its claim, and after `:= by` its proof. The claim here is
$$|e^{inkx}|=e^{-\operatorname{Im}(n)\,kx}.$$
By hand, $|e^w|=e^{\operatorname{Re}w}$, and $\operatorname{Re}(inkx)=-\operatorname{Im}(n)\,kx$. The proof takes these two steps in turn. For $k>0$, a positive $\operatorname{Im}n$ therefore means decay towards larger $x$.

## Two facts about the principal root

```lean
/-- The principal square root squares to the given number. -/
theorem principalRoot_sq (z : ℂ) : principalRoot z ^ 2 = z := by
  rw [principalRoot, one_div]
  exact_mod_cast Complex.cpow_nat_inv_pow z two_ne_zero
```

The principal root squares to the number it came from. Mathlib supplies this for general $n$th roots.

```lean
/-- The principal square root has nonnegative real part. -/
theorem principalRoot_re_nonneg (z : ℂ) : 0 ≤ (principalRoot z).re := by
  by_cases h : z = 0
  · rw [principalRoot, h, Complex.zero_cpow (by norm_num)]
    simp
  · rw [principalRoot, Complex.cpow_def_of_ne_zero h, Complex.exp_re]
    apply mul_nonneg (Real.exp_pos _).le
    -- the root has half the argument of `z`
    have him : (Complex.log z * (1 / 2 : ℂ)).im = z.arg / 2 := by
      rw [show (1 / 2 : ℂ) = ((1 / 2 : ℝ) : ℂ) by norm_num, Complex.im_mul_ofReal,
        Complex.log_im]
      ring
    rw [him]
    apply Real.cos_nonneg_of_neg_pi_div_two_le_of_le <;>
      linarith [Complex.neg_pi_lt_arg z, Complex.arg_le_pi z]
```

The principal root also has nonnegative real part. For $z\neq0$, write $z=|z|e^{i\theta}$ with $-\pi<\theta\le\pi$. The root is $\sqrt{|z|}\,e^{i\theta/2}$, and its real part $\sqrt{|z|}\cos(\theta/2)$ is nonnegative because $\theta/2$ lies between $-\pi/2$ and $\pi/2$. The proof treats $z=0$ separately, then establishes the half-angle as `him` and applies the sign of the cosine.

## Loss ties decay to the sign of the impedance

```lean
/-- If `ε` and `μ` have positive imaginary parts, then for either root of `n² = ε μ` the
imaginary part of `n` and the real part of the impedance have a positive product. -/
theorem im_mul_re_impedance_pos {ε μ n : ℂ} (hε : 0 < ε.im) (hμ : 0 < μ.im)
    (hn : n ^ 2 = ε * μ) : 0 < n.im * (impedance μ n).re := by
  have hε0 : ε ≠ 0 := by
    rintro rfl
    simp at hε
  have hμ0 : μ ≠ 0 := by
    rintro rfl
    simp at hμ
  have hn0 : n ≠ 0 := by
    intro h
    apply mul_ne_zero hε0 hμ0
    rw [← hn, h]
    norm_num
  obtain ⟨z, hz⟩ : ∃ z, z = impedance μ n := ⟨_, rfl⟩
  rw [← hz]
  -- the impedance links both material constants to the index
  have h1 : μ = n * z := by
    rw [hz, impedance]
    field_simp
  have h2 : n = ε * z := by
    apply mul_left_cancel₀ hn0
    linear_combination hn + ε * h1
  have hz0 : z ≠ 0 := by
    intro h
    apply hn0
    rw [h2, h, mul_zero]
  have hpos : 0 < z.re ^ 2 + z.im ^ 2 := by
    have h := Complex.normSq_pos.mpr hz0
    rw [Complex.normSq_apply] at h
    nlinarith
  have a := congrArg Complex.im h1
  have b := congrArg Complex.re h2
  have c := congrArg Complex.im h2
  rw [Complex.mul_im] at a c
  rw [Complex.mul_re] at b
  have d : n.im * z.re - n.re * z.im = ε.im * (z.re ^ 2 + z.im ^ 2) := by
    linear_combination z.re * c - z.im * b
  -- adding the two loss terms leaves twice the wanted product
  have e := mul_pos hε hpos
  linarith
```

The hypotheses are $\operatorname{Im}\varepsilon>0$, $\operatorname{Im}\mu>0$ and $n^2=\varepsilon\mu$, with no choice of root. The conclusion is $\operatorname{Im}n\,\operatorname{Re}(\mu/n)>0$.

Since $\varepsilon$ and $\mu$ are nonzero, so is $n$. Put $z=\mu/n$. Then $\mu=nz$, and dividing $n^2=\varepsilon\mu=\varepsilon nz$ by $n$ gives $n=\varepsilon z$. These are `h1` and `h2`. The imaginary part of the first is
$$\operatorname{Im}\mu=\operatorname{Im}n\operatorname{Re}z+\operatorname{Re}n\operatorname{Im}z.$$
Multiplying the second by $\bar z$ gives $n\bar z=\varepsilon|z|^2$, whose imaginary part is
$$\operatorname{Im}n\operatorname{Re}z-\operatorname{Re}n\operatorname{Im}z=|z|^2\operatorname{Im}\varepsilon.$$
Adding the two lines cancels the mixed term:
$$2\operatorname{Im}n\operatorname{Re}z=\operatorname{Im}\mu+|z|^2\operatorname{Im}\varepsilon>0.$$

In the code, `a` is the first line and `d` the second. The tactic `linear_combination` checks that `d` follows from the real and imaginary parts `b` and `c` of $n=\varepsilon z$. The final `linarith`, which handles linear inequalities, does the addition.

```lean
/-- If `ε` and `μ` have positive imaginary parts, a root of `n² = ε μ` has positive
imaginary part exactly when its impedance has positive real part. -/
theorem im_pos_iff_re_impedance_pos {ε μ n : ℂ} (hε : 0 < ε.im) (hμ : 0 < μ.im)
    (hn : n ^ 2 = ε * μ) : 0 < n.im ↔ 0 < (impedance μ n).re := by
  have h := im_mul_re_impedance_pos hε hμ hn
  exact ⟨fun hi => (mul_pos_iff_of_pos_left hi).mp h,
    fun hr => (mul_pos_iff_of_pos_right hr).mp h⟩
```

If a product is positive, its factors have the same sign. Hence, for a root of $n^2=\varepsilon\mu$,
$$\operatorname{Im}n>0\iff\operatorname{Re}(\mu/n)>0.$$
The root that decays along $+x$ is the root that carries energy along $+x$. In particular, the impedance of a decaying index has positive real part.

## Exactly one root decays

```lean
/-- A medium whose `ε` and `μ` have positive imaginary parts has exactly one decaying
refractive index. -/
theorem existsUnique_decayingIndex {ε μ : ℂ} (hε : 0 < ε.im) (hμ : 0 < μ.im) :
    ∃! n, IsDecayingIndex ε μ n := by
  obtain ⟨s, hs⟩ : ∃ s : ℂ, s ^ 2 = ε * μ := ⟨_, principalRoot_sq _⟩
  have him : s.im ≠ 0 := by
    intro h0
    have h := im_mul_re_impedance_pos hε hμ hs
    rw [h0, zero_mul] at h
    exact lt_irrefl _ h
  -- one of the two roots `s`, `-s` lies in the upper half plane
  have hex : ∃ n, IsDecayingIndex ε μ n := by
    rcases lt_or_gt_of_ne him with h | h
    · exact ⟨-s, by rw [neg_sq, hs], by rw [Complex.neg_im]; linarith⟩
    · exact ⟨s, hs, h⟩
  obtain ⟨n, hn⟩ := hex
  refine ⟨n, hn, fun m (hm : IsDecayingIndex ε μ m) => ?_⟩
  rcases sq_eq_sq_iff_eq_or_eq_neg.mp (hm.sq_eq.trans hn.sq_eq.symm) with h | h
  · exact h
  · exfalso
    have h' := hm.im_pos
    rw [h, Complex.neg_im] at h'
    linarith [hn.im_pos]
```

The symbol `∃!` means "there is exactly one". Let $s$ be a root of $s^2=\varepsilon\mu$; the principal root will do. If $\operatorname{Im}s$ were zero, the product in the previous section would vanish, yet it is positive. So $s$ is not real, and either $s$ or $-s$ has positive imaginary part. This gives existence.

For uniqueness, let $m$ and $n$ both be decaying indices. From $m^2=n^2$ follows $m=n$ or $m=-n$. The second would make $\operatorname{Im}m=-\operatorname{Im}n$ negative, which is a contradiction. The tactic `rcases` splits the proof into these alternatives, and `exfalso` marks the impossible one.

## When the real part is negative

```lean
/-- A decaying index has negative real part exactly when
`Re ε Im μ + Im ε Re μ < 0`. -/
theorem re_neg_iff {ε μ n : ℂ} (h : IsDecayingIndex ε μ n) :
    n.re < 0 ↔ ε.re * μ.im + ε.im * μ.re < 0 := by
  have e : 2 * (n.re * n.im) = ε.re * μ.im + ε.im * μ.re := by
    have h' := congrArg Complex.im h.sq_eq
    rw [pow_two, Complex.mul_im, Complex.mul_im] at h'
    linarith
  constructor
  · intro hr
    linarith [mul_neg_of_neg_of_pos hr h.im_pos]
  · intro hs
    by_contra hc
    linarith [mul_nonneg (not_lt.mp hc) h.im_pos.le]
```

Taking the imaginary part of $n^2=\varepsilon\mu$ gives
$$2\operatorname{Re}n\operatorname{Im}n=\operatorname{Re}\varepsilon\operatorname{Im}\mu+\operatorname{Im}\varepsilon\operatorname{Re}\mu.$$
Because $\operatorname{Im}n>0$, the real part of $n$ has the sign of the right-hand side. The equation is `e` in the code, and the two directions of the equivalence follow from it by signs. The only hypothesis is that $n$ is a decaying index.

```lean
/-- If `ε` and `μ` have positive imaginary and negative real parts, the decaying index has
negative real part and equals minus the principal square root of `ε μ`. -/
theorem double_negative {ε μ n : ℂ} (hε : 0 < ε.im) (hμ : 0 < μ.im)
    (hε' : ε.re < 0) (hμ' : μ.re < 0) (h : IsDecayingIndex ε μ n) :
    n.re < 0 ∧ n = -principalRoot (ε * μ) := by
  have hr : n.re < 0 := (re_neg_iff h).mpr (by
    linarith [mul_neg_of_neg_of_pos hε' hμ, mul_neg_of_pos_of_neg hε hμ'])
  refine ⟨hr, ?_⟩
  rcases sq_eq_sq_iff_eq_or_eq_neg.mp
    (h.sq_eq.trans (principalRoot_sq (ε * μ)).symm) with h' | h'
  · -- the principal root itself lies in the wrong half plane
    exfalso
    have hp := principalRoot_re_nonneg (ε * μ)
    rw [← h'] at hp
    linarith
  · exact h'
```

Now all four signs are fixed: positive imaginary parts, negative real parts. Both terms in the criterion are negative, so $\operatorname{Re}n<0$. Since $n$ and the principal root have the same square, $n$ is either that root or its negative. The principal root has nonnegative real part, so $n$ must be the negative. The symbol `∧` in the statement means "and".

For a wave at normal incidence on a homogeneous, isotropic half-space with these four signs, this tells a program that computes the transmitted wave to reverse the sign of the principal square root. In a layer of finite thickness both roots occur, as forward and backward waves, and exchanging $n$ for $-n$ throughout only swaps their labels. The theorems identify the decaying root; that the wave excited in an actual sample is the decaying one is a boundary condition, suited to a source at smaller $x$ and a medium that extends without a back surface.

```lean
/-- The medium `ε = -3/2 + i/2`, `μ = 1 + 3i` has the decaying index `-1 + 2i`: the real
part of the index is negative although that of `μ` is positive. -/
theorem single_negative_witness :
    IsDecayingIndex ⟨-3 / 2, 1 / 2⟩ ⟨1, 3⟩ ⟨-1, 2⟩ := by
  constructor
  · apply Complex.ext <;> norm_num [pow_two, Complex.mul_re, Complex.mul_im]
  · norm_num

end

end RefractiveIndexBranch
```

Lean writes the complex number $a+ib$ as `⟨a, b⟩`. The example has $\varepsilon=-\tfrac32+\tfrac12i$, $\mu=1+3i$ and $n=-1+2i$. Both sides of the index equation equal $-3-4i$, and $\operatorname{Im}n=2$. Thus a decaying index can have negative real part while $\operatorname{Re}\mu$ is positive. The criterion agrees, since its right-hand side is $-\tfrac92+\tfrac12=-4$.

```lean
#print axioms RefractiveIndexBranch.norm_wave
-- 'RefractiveIndexBranch.norm_wave' depends on axioms: [propext, Classical.choice, Quot.sound]
#print axioms RefractiveIndexBranch.im_pos_iff_re_impedance_pos
-- 'RefractiveIndexBranch.im_pos_iff_re_impedance_pos' depends on axioms: [propext, Classical.choice, Quot.sound]
#print axioms RefractiveIndexBranch.existsUnique_decayingIndex
-- 'RefractiveIndexBranch.existsUnique_decayingIndex' depends on axioms: [propext, Classical.choice, Quot.sound]
#print axioms RefractiveIndexBranch.double_negative
-- 'RefractiveIndexBranch.double_negative' depends on axioms: [propext, Classical.choice, Quot.sound]
```

## The index as a product of two roots

The definition used here specifies the index by its properties. A different model would define it by a formula, $n=\sqrt\varepsilon\,\sqrt\mu$, with a principal root of each factor. When both imaginary parts are positive, each factor has an argument between $0$ and $\pi/2$, so the product lies in the upper half-plane and is the decaying index. A program could then compute the index without testing a sign. Existence would come from the formula, while uniqueness would still need its own statement.

The hypothesis $\operatorname{Im}\mu>0$ leaves out the common nonmagnetic case $\mu=1$. There the sum $\operatorname{Im}\mu+|z|^2\operatorname{Im}\varepsilon$ is still positive if $\operatorname{Im}\varepsilon>0$, so the same argument selects one root. The product formula and this nonmagnetic extension rest on the short arguments just given, without a formal proof.
